# Raising the interstitial potential by $v\ge 0$ shifts each ordered level of a finite Hamiltonian up by between $0$ and $v$

In a muffin-tin calculation the potential between the atomic spheres is replaced by a constant, the muffin-tin zero. Different averaging rules give different constants. If the constant rises by $v$ while the potentials inside the spheres stay fixed, how far can the bands move?

## Bounds on levels and gaps

Let $H$ be a Hermitian $n\times n$ matrix and let $P$ be the orthogonal projection onto the interstitial region, so $P^\dagger=P$ and $P^2=P$. Write $E_0(A)\le\dots\le E_{n-1}(A)$ for the eigenvalues of a Hermitian matrix $A$, repeated according to multiplicity. For $v\ge 0$ and all $j,k$,

$$E_k(H)\le E_k(H+vP)\le E_k(H)+v,$$

$$\bigl|[E_k(H+vP)-E_j(H+vP)]-[E_k(H)-E_j(H)]\bigr|\le v.$$

## Checking a change of muffin-tin zero

For a single-particle Hamiltonian in a fixed finite orthonormal basis, the bound limits how much the choice of muffin-tin zero can affect band positions before any self-consistent update. A code can check it by diagonalising at one $\mathbf k$ point before and after the change and comparing the sorted eigenvalues. If all $n$ eigenvalues are computed, their shifts must also add up to $v\,\mathrm{tr}\,P$.

Both spectra must refer to the same energy origin. If the code reports energies relative to the muffin-tin zero, add the respective constant back first.

## From expectation values to ordered levels

Let $q_A(x)=\mathrm{Re}\,x^\dagger Ax$. For nonzero $x$, the normalised energy expectation is $q_A(x)/\|x\|^2$. Let $a_i$ be orthonormal eigenvectors of $A$, ordered with its levels. Since $a_i^\dagger A=(Aa_i)^\dagger=E_i(A)a_i^\dagger$, inserting $\sum_i a_ia_i^\dagger=1$ gives

$$q_A(x)=\sum_i E_i(A)\,|a_i^\dagger x|^2 .$$

**The interstitial weight.** From $P=P^\dagger P$ we get $q_P(x)=\|Px\|^2\ge 0$. The matrix $1-P$ is also a projection, because $(1-P)^2=1-2P+P^2=1-P$. Hence $\|x\|^2-q_P(x)=\|(1-P)x\|^2\ge 0$, and

$$0\le q_P(x)\le\|x\|^2 .$$

**Comparison of levels.** Suppose $q_A(x)\le q_B(x)+c\|x\|^2$ for every $x$, where $B$ is Hermitian with ordered eigenvectors $b_i$ and $c$ is real. Fix $k$ and require $a_i^\dagger x=0$ for $i<k$ and $b_i^\dagger x=0$ for $i>k$. These are $n-1$ linear conditions on $n$ components, so a nonzero solution $x$ exists. Only levels of $A$ from $k$ upwards and levels of $B$ up to $k$ contribute to its expansions, so

$$E_k(A)\|x\|^2\le q_A(x)\le q_B(x)+c\|x\|^2\le\bigl(E_k(B)+c\bigr)\|x\|^2 .$$

Dividing by $\|x\|^2$ gives $E_k(A)\le E_k(B)+c$.

**The shift.** Since $q_{H+vP}=q_H+vq_P$ and $v\ge 0$,

$$q_H(x)\le q_{H+vP}(x)\le q_H(x)+v\|x\|^2 .$$

The comparison with $c=0$ gives the lower bound on the shifted level, and with $c=v$ the upper bound. Two shifts that both lie in $[0,v]$ differ by at most $v$, which is the gap bound.

**Uniform shift and trace.** For $P=1$ and any real $v$, $q_{H+v}(x)=q_H(x)+v\|x\|^2$. Comparing in both directions, with $c=v$ and $c=-v$, shows that every level moves by exactly $v$, so the upper bound is attained. For general $P$, the eigenvalues of a Hermitian matrix sum to its trace, so the shifts sum to $\mathrm{tr}(H+vP)-\mathrm{tr}\,H=v\,\mathrm{tr}\,P$.

## The bounds in Lean

```lean
import Mathlib

open Matrix

namespace MuffinTinZero

noncomputable section

variable {n : ℕ} {H P A B : Matrix (Fin n) (Fin n) ℂ}

/-- The `k`-th energy level of a Hermitian matrix, in increasing order with multiplicity. -/
def level (hA : A.IsHermitian) (k : Fin n) : ℝ :=
  hA.eigenvalues (Tuple.sort hA.eigenvalues k)

/-- An orthonormal basis of eigenstates, ordered as the energy levels are. -/
def state (hA : A.IsHermitian) : OrthonormalBasis (Fin n) ℂ (EuclideanSpace ℂ (Fin n)) :=
  hA.eigenvectorBasis.reindex (Tuple.sort hA.eigenvalues).symm

/-- The real part of the quadratic form `x† A x`, for a vector `x` of any norm. -/
def energy (A : Matrix (Fin n) (Fin n) ℂ) (x : EuclideanSpace ℂ (Fin n)) : ℝ :=
  (star x.ofLp ⬝ᵥ A *ᵥ x.ofLp).re

/-- The matrix `H + v P`. If `P` is an orthogonal projection, this is `H` with the potential raised
by `v` on the range of `P`. -/
def raised (H P : Matrix (Fin n) (Fin n) ℂ) (v : ℝ) : Matrix (Fin n) (Fin n) ℂ :=
  H + (v : ℂ) • P

/-- For a Hermitian matrix, the quadratic form is the sum of the levels weighted by the
squared overlaps with the eigenstates. -/
theorem energy_eq_sum (hA : A.IsHermitian) (x : EuclideanSpace ℂ (Fin n)) :
    energy A x = ∑ k, level hA k * ‖inner ℂ (state hA k) x‖ ^ 2 := by
  -- A acts to the left on an eigenstate as multiplication by its level
  have h : ∀ k, inner ℂ (state hA k) (WithLp.toLp 2 (A *ᵥ x.ofLp)) =
      (level hA k : ℂ) * inner ℂ (state hA k) x := by
    intro k
    have e : A *ᵥ (state hA k).ofLp = (level hA k : ℂ) • (state hA k).ofLp := by
      ext i
      have := congrFun (hA.mulVec_eigenvectorBasis (Tuple.sort hA.eigenvalues k)) i
      simpa [state, level, Complex.real_smul] using this
    have e' : star (state hA k).ofLp ⬝ᵥ A *ᵥ x.ofLp =
        (level hA k : ℂ) * (star (state hA k).ofLp ⬝ᵥ x.ofLp) := by
      rw [Matrix.dotProduct_mulVec,
        show star (state hA k).ofLp ᵥ* A = star (A *ᵥ (state hA k).ofLp) by
          rw [Matrix.star_mulVec, hA.eq], e, star_smul, smul_dotProduct]
      simp
    rw [EuclideanSpace.inner_eq_star_dotProduct, EuclideanSpace.inner_eq_star_dotProduct,
      dotProduct_comm, dotProduct_comm x.ofLp]
    exact e'
  have e2 : energy A x = (inner ℂ x (WithLp.toLp 2 (A *ᵥ x.ofLp))).re := by
    rw [energy, EuclideanSpace.inner_eq_star_dotProduct, dotProduct_comm]
  rw [e2, ← (state hA).sum_inner_mul_inner, Complex.re_sum]
  refine Finset.sum_congr rfl fun k _ => ?_
  rw [h k, ← inner_conj_symm x (state hA k), Complex.sq_norm, Complex.normSq_apply]
  generalize inner ℂ (state hA k) x = z
  simp only [Complex.mul_re, Complex.mul_im, Complex.conj_re, Complex.conj_im,
    Complex.ofReal_re, Complex.ofReal_im]
  ring

/-- The quadratic form of an orthogonal projection is the squared norm of the projected
vector. -/
theorem energy_projection (hP : P.IsHermitian) (hPP : P * P = P)
    (x : EuclideanSpace ℂ (Fin n)) :
    energy P x = ‖WithLp.toLp 2 (P *ᵥ x.ofLp)‖ ^ 2 := by
  have h : star x.ofLp ⬝ᵥ P *ᵥ x.ofLp = star (P *ᵥ x.ofLp) ⬝ᵥ (P *ᵥ x.ofLp) := by
    rw [Matrix.star_mulVec, hP.eq, ← Matrix.dotProduct_mulVec, Matrix.mulVec_mulVec, hPP]
  rw [energy, h]
  generalize P *ᵥ x.ofLp = y
  rw [EuclideanSpace.norm_sq_eq, dotProduct, Complex.re_sum]
  refine Finset.sum_congr rfl fun i _ => ?_
  rw [Complex.sq_norm, Complex.normSq_apply]
  simp

/-- If the quadratic form of `A` never exceeds that of `B` by more than `c` times the squared
norm, then each level of `A` is at most the corresponding level of `B` plus `c`. -/
theorem level_le_of_energy_le (hA : A.IsHermitian) (hB : B.IsHermitian) {c : ℝ}
    (h : ∀ x, energy A x ≤ energy B x + c * ‖x‖ ^ 2) (k : Fin n) :
    level hA k ≤ level hB k + c := by
  -- n - 1 orthogonality conditions leave a nonzero vector
  let u : Fin n → EuclideanSpace ℂ (Fin n) := fun i => if i < k then state hA i else state hB i
  let L : EuclideanSpace ℂ (Fin n) →ₗ[ℂ] ({i : Fin n // i ≠ k} → ℂ) :=
    { toFun := fun x i => inner ℂ (u i) x
      map_add' := fun x y => by ext i; simp
      map_smul' := fun a x => by ext i; simp }
  obtain ⟨x, hx, hx0⟩ : ∃ x, L x = 0 ∧ x ≠ 0 := by
    by_contra hcon
    have inj : Function.Injective L := (injective_iff_map_eq_zero L).2 fun x hx =>
      by_contra fun hne => hcon ⟨x, hx, hne⟩
    have h1 := LinearMap.finrank_le_finrank_of_injective inj
    have h2 := Fintype.card_subtype_lt (p := fun i : Fin n => i ≠ k) (x := k) (by simp)
    rw [finrank_euclideanSpace, Module.finrank_fintype_fun_eq_card] at h1
    exact absurd h2 (not_lt_of_ge h1)
  have hu : ∀ i, i ≠ k → inner ℂ (u i) x = 0 := fun i hi => congrFun hx ⟨i, hi⟩
  have low : level hA k * ‖x‖ ^ 2 ≤ energy A x := by
    rw [energy_eq_sum hA, ← (state hA).sum_sq_norm_inner_right x, Finset.mul_sum]
    refine Finset.sum_le_sum fun i _ => ?_
    by_cases hi : i < k
    · have h0 := hu i hi.ne
      simp only [u, if_pos hi] at h0
      simp [h0]
    · exact mul_le_mul_of_nonneg_right
        (Tuple.monotone_sort hA.eigenvalues (not_lt.mp hi)) (sq_nonneg _)
  have high : energy B x ≤ level hB k * ‖x‖ ^ 2 := by
    rw [energy_eq_sum hB, ← (state hB).sum_sq_norm_inner_right x, Finset.mul_sum]
    refine Finset.sum_le_sum fun i _ => ?_
    by_cases hi : k < i
    · have h0 := hu i hi.ne'
      simp only [u, if_neg (not_lt_of_ge hi.le)] at h0
      simp [h0]
    · exact mul_le_mul_of_nonneg_right
        (Tuple.monotone_sort hB.eigenvalues (not_lt.mp hi)) (sq_nonneg _)
  have pos : 0 < ‖x‖ ^ 2 := pow_pos (norm_pos_iff.mpr hx0) 2
  refine le_of_mul_le_mul_right ?_ pos
  linarith [h x]

/-- Raising a Hermitian Hamiltonian by a real multiple of a Hermitian matrix keeps it
Hermitian. -/
theorem raised_isHermitian (hH : H.IsHermitian) (hP : P.IsHermitian) (v : ℝ) :
    (raised H P v).IsHermitian := by
  unfold raised Matrix.IsHermitian
  rw [Matrix.conjTranspose_add, Matrix.conjTranspose_smul, hH.eq, hP.eq]
  simp

/-- The quadratic form of `H + v P` is that of `H` plus `v` times that of `P`. -/
theorem energy_raised (H P : Matrix (Fin n) (Fin n) ℂ) (v : ℝ)
    (x : EuclideanSpace ℂ (Fin n)) :
    energy (raised H P v) x = energy H x + v * energy P x := by
  simp only [energy, raised, Matrix.add_mulVec, Matrix.smul_mulVec, dotProduct_add,
    dotProduct_smul, smul_eq_mul, Complex.add_re, Complex.re_ofReal_mul]

/-- Raising the potential by `v ≥ 0` on the range of an orthogonal projection raises each
ordered energy level by at least `0` and at most `v`. -/
theorem level_shift (hH : H.IsHermitian) (hP : P.IsHermitian) (hPP : P * P = P)
    {v : ℝ} (hv : 0 ≤ v) (k : Fin n) :
    level hH k ≤ level (raised_isHermitian hH hP v) k ∧
      level (raised_isHermitian hH hP v) k ≤ level hH k + v := by
  have p0 : ∀ x, 0 ≤ energy P x := fun x => by
    rw [energy_projection hP hPP]; positivity
  -- the complementary projection bounds the interstitial weight from above
  have p1 : ∀ x, energy P x ≤ ‖x‖ ^ 2 := fun x => by
    have hq := energy_projection (Matrix.isHermitian_one.sub hP)
      (show (1 - P) * (1 - P) = 1 - P by
        rw [mul_sub, sub_mul, sub_mul, hPP]; simp) x
    have h1 := energy_projection (P := 1) Matrix.isHermitian_one (one_mul 1) x
    have hs : energy (1 - P) x = energy 1 x - energy P x := by
      simp only [energy, Matrix.sub_mulVec, dotProduct_sub, Complex.sub_re]
    rw [Matrix.one_mulVec] at h1
    have h2 : energy 1 x = ‖x‖ ^ 2 := h1
    have h3 : 0 ≤ energy (1 - P) x := by rw [hq]; positivity
    linarith
  constructor
  · have := level_le_of_energy_le hH (raised_isHermitian hH hP v) (c := 0) (fun x => by
      rw [energy_raised]; linarith [mul_nonneg hv (p0 x)]) k
    linarith
  · exact level_le_of_energy_le _ hH (fun x => by
      rw [energy_raised]; linarith [mul_le_mul_of_nonneg_left (p1 x) hv]) k

/-- Under the same raising by `v ≥ 0` on the range of an orthogonal projection, the
separation of any two ordered levels changes by at most `v`. -/
theorem gap_change (hH : H.IsHermitian) (hP : P.IsHermitian) (hPP : P * P = P)
    {v : ℝ} (hv : 0 ≤ v) (j k : Fin n) :
    |(level (raised_isHermitian hH hP v) k - level (raised_isHermitian hH hP v) j) -
      (level hH k - level hH j)| ≤ v := by
  obtain ⟨a, b⟩ := level_shift hH hP hPP hv j
  obtain ⟨c, d⟩ := level_shift hH hP hPP hv k
  rw [abs_le]
  constructor <;> linarith

/-- Raising the potential by a real `v` on the whole space moves every level by exactly `v`. -/
theorem level_uniform_shift (hH : H.IsHermitian) (v : ℝ) (k : Fin n) :
    level (raised_isHermitian hH Matrix.isHermitian_one v) k = level hH k + v := by
  have h1 : ∀ x : EuclideanSpace ℂ (Fin n), energy 1 x = ‖x‖ ^ 2 := fun x => by
    have h := energy_projection (P := 1) Matrix.isHermitian_one (one_mul 1) x
    rw [Matrix.one_mulVec] at h
    exact h
  apply le_antisymm
  · exact level_le_of_energy_le _ hH (fun x => by rw [energy_raised, h1]) k
  · have := level_le_of_energy_le hH (raised_isHermitian hH Matrix.isHermitian_one v)
      (c := -v) (fun x => by rw [energy_raised, h1]; linarith) k
    linarith

/-- For Hermitian `H` and `P`, the level shifts from `H` to `H + v P` add up to `v` times
the trace of `P`. -/
theorem sum_level_shift (hH : H.IsHermitian) (hP : P.IsHermitian) (v : ℝ) :
    ∑ k, (level (raised_isHermitian hH hP v) k - level hH k) = v * P.trace.re := by
  have key : ∀ {M : Matrix (Fin n) (Fin n) ℂ} (hM : M.IsHermitian),
      ∑ k, level hM k = M.trace.re := by
    intro M hM
    have hs : ∑ k, level hM k = ∑ k, hM.eigenvalues k :=
      Equiv.sum_comp (Tuple.sort hM.eigenvalues) hM.eigenvalues
    rw [hs, hM.trace_eq_sum_eigenvalues]
    simp
  rw [Finset.sum_sub_distrib, key, key, raised, Matrix.trace_add, Matrix.trace_smul,
    smul_eq_mul, Complex.add_re, Complex.re_ofReal_mul]
  ring

/-- A two-site hopping Hamiltonian and the projection onto the second site are Hermitian,
the projection is idempotent, and the two do not commute. -/
theorem level_shift_witness :
    (!![0, 1; 1, 0] : Matrix (Fin 2) (Fin 2) ℂ).IsHermitian ∧
    (!![0, 0; 0, 1] : Matrix (Fin 2) (Fin 2) ℂ).IsHermitian ∧
    (!![0, 0; 0, 1] : Matrix (Fin 2) (Fin 2) ℂ) * !![0, 0; 0, 1] = !![0, 0; 0, 1] ∧
    (!![0, 1; 1, 0] : Matrix (Fin 2) (Fin 2) ℂ) * !![0, 0; 0, 1] ≠
      !![0, 0; 0, 1] * !![0, 1; 1, 0] := by
  refine ⟨?_, ?_, ?_, ?_⟩
  · ext i j
    fin_cases i <;> fin_cases j <;> simp
  · ext i j
    fin_cases i <;> fin_cases j <;> simp
  · ext i j
    fin_cases i <;> fin_cases j <;> simp [Matrix.mul_apply, Fin.sum_univ_succ]
  · intro h
    have h01 := congrFun (congrFun h 0) 1
    simp [Matrix.mul_apply, Fin.sum_univ_succ] at h01

end

end MuffinTinZero
```

```lean
#print axioms MuffinTinZero.level_shift
#print axioms MuffinTinZero.gap_change
#print axioms MuffinTinZero.level_uniform_shift
#print axioms MuffinTinZero.sum_level_shift
```

```
'MuffinTinZero.level_shift' depends on axioms: [propext, Classical.choice, Quot.sound]
'MuffinTinZero.gap_change' depends on axioms: [propext, Classical.choice, Quot.sound]
'MuffinTinZero.level_uniform_shift' depends on axioms: [propext, Classical.choice, Quot.sound]
'MuffinTinZero.sum_level_shift' depends on axioms: [propext, Classical.choice, Quot.sound]
```

## What the definitions and theorems say

`level hA k` is $E_k(A)$, where `hA` is the proof that `A` is Hermitian. The index type `Fin n` counts from zero, and `Tuple.sort` puts Mathlib's eigenvalues in increasing order. `state` orders the eigenbasis in the same way. Despite its name, `energy A x` is the unnormalised form $q_A(x)$. `raised H P v` is $H+vP$.

In `level_shift`, the hypotheses `hP` and `hPP` make `P` an orthogonal projection, and `hv` says that the interstitial constant does not fall. The conclusion is the pair of level bounds. `gap_change` is the bound for two levels of the same matrix, hence at one $\mathbf k$ point. For an indirect gap, apply `level_shift` at each $\mathbf k$ point separately.

The proof follows the derivation:

- `energy_eq_sum` is the eigenbasis expansion, and `energy_projection` is $q_P(x)=\|Px\|^2$.
- `level_le_of_energy_le` is the comparison. The family `u` lists, at the indices other than $k$, the vectors to which $x$ must be orthogonal; its entry at $k$ is not used. The linear map `L` collects the $n-1$ overlaps. If `L` were injective, $n$ dimensions would fit into $n-1$, so it has a nonzero kernel vector. `low` and `high` are the outer two inequalities of the chain.
- `level_shift` proves the two bounds on the interstitial weight as `p0` and `p1`, then uses the comparison twice.
- `level_uniform_shift` and `sum_level_shift` treat $P=1$ and the trace. The latter needs `P` Hermitian but not idempotent.
- `level_shift_witness` gives a two-site example in which the projection and the Hamiltonian do not commute.

## Basis sets in which the interstitial matrix is not a projection

The step left to the user is the passage from the interstitial region to a matrix with $P^2=P$ in a fixed orthonormal basis. On a real-space grid with orthonormal point functions, $P$ is diagonal with entries 0 and 1, and the step is immediate. In a truncated orthonormal basis $\phi_i$, the region is represented by

$$\Theta_{ij}=\int_{\text{interstitial}}\phi_i^*\phi_j\,d^3r,$$

which is usually not idempotent.

The same argument gives a neighbouring result that handles this case, although the Lean theorem is stated only for projections. The derivation of the level and gap bounds uses only that $P$ is Hermitian and that $0\le q_P(x)\le\|x\|^2$. The matrix $\Theta$ is Hermitian and satisfies these inequalities too, because $x^\dagger\Theta x$ is the part of the squared norm of $\sum_i x_i\phi_i$ that lies in the interstitial region. The level and gap bounds therefore hold for $H+v\Theta$ as well, provided that the basis functions are not rebuilt when the muffin-tin zero changes.
